# For convex levels the least ensemble energy is linear between neighbouring electron numbers, and a strictly convex interpolant has a delocalization error

## Levels, ensembles and fragments

A system can hold \(0, 1, \dots, M\) electrons, and \(E_k\) is its ground-state energy with \(k\) electrons. In Lean the levels are a function `E : ℕ → ℝ`, of which only the values up to \(M\) matter. They are given numbers: no Hamiltonian or density functional appears.

```lean
import Mathlib

open Finset

namespace FractionalElectronNumber

noncomputable section
```

The levels are called convex if \(2E_{k+1} \le E_k + E_{k+2}\) whenever \(k+2 \le M\). Physically, removing electrons one after another never gets cheaper. This is assumed of the levels, not derived from the Coulomb interaction. For \(M = 1\) the condition is empty.

```lean
/-- The energies `E 0, …, E M` are convex in the electron number. -/
def ConvexLevels (M : ℕ) (E : ℕ → ℝ) : Prop :=
  ∀ k, k + 2 ≤ M → 2 * E (k + 1) ≤ E k + E (k + 2)
```

An ensemble with mean electron number \(x\) is a set of weights \(p_k \ge 0\) with \(\sum_k p_k = 1\) and \(\sum_k p_k k = x\), where all sums run over \(0 \le k \le M\). In Lean this range is `range (M + 1)`.

```lean
/-- The weights `p` form an ensemble of states with `0, …, M` electrons and
mean electron number `x`. -/
structure IsEnsemble (M : ℕ) (p : ℕ → ℝ) (x : ℝ) : Prop where
  nonneg : ∀ k ∈ range (M + 1), 0 ≤ p k
  total : ∑ k ∈ range (M + 1), p k = 1
  mean : ∑ k ∈ range (M + 1), p k * (k : ℝ) = x
```

The energy of an ensemble is \(\sum_k p_k E_k\). The next definition collects these energies for all ensembles with the same mean.

```lean
/-- The energies of all ensembles with mean electron number `x`. -/
def ensembleEnergies (M : ℕ) (E : ℕ → ℝ) (x : ℝ) : Set ℝ :=
  {e | ∃ p, IsEnsemble M p x ∧ ∑ k ∈ range (M + 1), p k * E k = e}
```

The exact energy \(\mathcal{E}(x)\) is the infimum of that set. "Exact" is meant relative to the given levels.

```lean
/-- The exact energy at mean electron number `x`: the infimum of the ensemble energies. -/
def exactEnergy (M : ℕ) (E : ℕ → ℝ) (x : ℝ) : ℝ := sInf (ensembleEnergies M E x)
```

One family of weights is needed by name. For an integer \(N\) with \(0 \le N < M\) and a real \(w\), the two-state mixture has \(p_N = 1-w\), \(p_{N+1} = w\) and all other weights zero.

```lean
/-- The mixture of the `N`-electron state (weight `1 - w`) and the
`(N + 1)`-electron state (weight `w`). -/
def twoState (N : ℕ) (w : ℝ) (k : ℕ) : ℝ :=
  (if k = N then 1 - w else 0) + (if k = N + 1 then w else 0)
```

Two separated identical fragments share \(2N+1\) electrons, \(N+q\) on one and \(N+1-q\) on the other, with \(0 \le q \le 1\). They do not interact, so their energies add.

## (a) Averages over the two-state mixture

Let \(f_k\) be any quantity that depends on the electron number. Show that its average over the two-state mixture is

\[ \sum_{k=0}^{M} p_k f_k = (1-w) f_N + w f_{N+1}. \]

Only the terms \(k = N\) and \(k = N+1\) have non-zero weight, and both lie in the range because \(N < M\). In Lean, `h1` and `h2` record that the two indices are in range, and `simp` evaluates the sum.

```lean
/-- The average of any quantity `f` over the two-state mixture. -/
theorem twoState_sum {M N : ℕ} (hN : N < M) (w : ℝ) (f : ℕ → ℝ) :
    ∑ k ∈ range (M + 1), twoState N w k * f k = (1 - w) * f N + w * f (N + 1) := by
  have h1 : N ∈ range (M + 1) := mem_range.mpr (by omega)
  have h2 : N + 1 ∈ range (M + 1) := mem_range.mpr (by omega)
  simp only [twoState, add_mul, ite_mul, zero_mul, sum_add_distrib, sum_ite_eq', h1, h2,
    if_true]
```

## (b) The energy of adding an electron

Write \(\Delta_k = E_{k+1} - E_k\). Show that for convex levels

\[ \Delta_i \le \Delta_{i+j} \qquad \text{whenever } i+j+1 \le M. \]

Rearranging the convexity condition gives \(\Delta_k \le \Delta_{k+1}\) for \(k+2 \le M\). Chaining this inequality from \(k=i\) to \(k=i+j-1\) gives the claim; for \(j=0\) both sides are equal. The Lean proof builds the chain by induction on \(j\): `ih` supplies the chain so far, `h2` is the next convexity inequality, and `linarith` joins them.

```lean
/-- For convex levels, the energy of adding one electron does not decrease with
the number of electrons already present. -/
theorem increment_mono {M : ℕ} {E : ℕ → ℝ} (hE : ConvexLevels M E) (i j : ℕ)
    (h : i + j + 1 ≤ M) : E (i + 1) - E i ≤ E (i + j + 1) - E (i + j) := by
  induction j with
  | zero => exact le_refl _
  | succ j ih =>
    have h1 := ih (by omega)
    have h2 : 2 * E (i + j + 1) ≤ E (i + j) + E (i + j + 2) := hE (i + j) (by omega)
    change E (i + 1) - E i ≤ E (i + j + 2) - E (i + j + 1)
    linarith
```

## (c) A line below all levels

Show that for convex levels and \(N < M\) the line through the levels \(N\) and \(N+1\) satisfies

\[ E_N + (k-N)\,\Delta_N \le E_k \qquad \text{for } 0 \le k \le M. \]

If \(k = N+j\), then \(E_k\) is reached by adding \(j\) electrons, and by (b)

\[ E_k - E_N = \sum_{i=N}^{N+j-1} \Delta_i \ge j\,\Delta_N . \]

If \(k = N-j\), then \(j\) electrons are removed, and by (b)

\[ E_N - E_k = \sum_{i=k}^{N-1} \Delta_i \le j\,\Delta_N . \]

Both cases rearrange to the claim. In Lean they are the auxiliary statements `up` and `down`, each proved by induction on \(j\), one electron at a time. The final `rcases` chooses between them.

```lean
/-- The straight line through the levels `N` and `N + 1` lies nowhere above
the convex levels. -/
theorem line_le_level {M N : ℕ} {E : ℕ → ℝ} (hE : ConvexLevels M E) (hN : N < M)
    (k : ℕ) (hk : k ≤ M) : E N + ((k : ℝ) - N) * (E (N + 1) - E N) ≤ E k := by
  -- levels above N, reached by adding electrons
  have up : ∀ j : ℕ, N + j ≤ M → E N + (j : ℝ) * (E (N + 1) - E N) ≤ E (N + j) := by
    intro j
    induction j with
    | zero => intro _; simp
    | succ j ih =>
      intro hj
      have h1 := ih (by omega)
      have h2 := increment_mono hE N j (by omega)
      change _ ≤ E (N + j + 1)
      push_cast
      linarith
  -- levels below N, reached by removing electrons
  have down : ∀ j i : ℕ, i + j = N → E N - (j : ℝ) * (E (N + 1) - E N) ≤ E i := by
    intro j
    induction j with
    | zero =>
      intro i hi
      have hi' : i = N := by omega
      simp [hi']
    | succ j ih =>
      intro i hi
      have h1 := ih (i + 1) (by omega)
      have h2 := increment_mono hE i (j + 1) (by omega)
      rw [hi] at h2
      push_cast
      linarith
  rcases le_total N k with h | h
  · obtain ⟨j, rfl⟩ := Nat.exists_eq_add_of_le h
    have h1 := up j hk
    push_cast
    linarith
  · obtain ⟨j, hj⟩ := Nat.exists_eq_add_of_le h
    have h1 := down j k hj.symm
    have h2 : (N : ℝ) = k + j := by exact_mod_cast hj
    have h3 : (k : ℝ) - N = -(j : ℝ) := by linarith
    rw [h3]
    linarith
```

## (d) The least ensemble energy

Let the levels be convex, \(N < M\) and \(0 \le w \le 1\). Show that the least energy of an ensemble with mean \(N+w\) is attained and equals

\[ \min_p \sum_{k=0}^{M} p_k E_k = (1-w)E_N + wE_{N+1}. \]

The two-state mixture attains this value. Its weights are non-negative since \(0 \le w \le 1\). By (a) with \(f_k = 1\) they sum to one, with \(f_k = k\) their mean is \((1-w)N + w(N+1) = N+w\), and with \(f_k = E_k\) their energy is the stated value.

No ensemble with this mean lies lower. Multiplying (c) by \(p_k \ge 0\) and summing gives

\[ \sum_k p_k E_k \ge \sum_k p_k\bigl[E_N + (k-N)\Delta_N\bigr] = E_N + w\,\Delta_N = (1-w)E_N + wE_{N+1}. \]

`IsLeast` says that the value belongs to the set of ensemble energies and bounds it from below, and `constructor` splits the proof accordingly. In the second half, `hle` is the averaged inequality and `hsum` expands the averaged line, so that the total weight and the mean can be inserted.

```lean
/-- For convex levels, the least ensemble energy at mean electron number `N + w` is
the linear interpolation between the energies of `N` and `N + 1` electrons. -/
theorem isLeast_ensembleEnergies {M N : ℕ} {E : ℕ → ℝ} (hE : ConvexLevels M E)
    (hN : N < M) {w : ℝ} (hw : w ∈ Set.Icc (0 : ℝ) 1) :
    IsLeast (ensembleEnergies M E (N + w)) ((1 - w) * E N + w * E (N + 1)) := by
  constructor
  · -- the two-state mixture attains the value
    refine ⟨twoState N w, ⟨?_, ?_, ?_⟩, twoState_sum hN w E⟩
    · intro k _
      have h0 := hw.1
      have h1 : 0 ≤ 1 - w := by linarith [hw.2]
      unfold twoState
      split_ifs <;> linarith
    · have h := twoState_sum hN w (fun _ => 1)
      simp only [mul_one] at h
      linarith
    · exact (twoState_sum hN w (fun k => (k : ℝ))).trans (by push_cast; ring)
  · -- averaging the supporting line bounds every ensemble from below
    rintro e ⟨p, hp, rfl⟩
    have hle : ∑ k ∈ range (M + 1), p k * (E N + ((k : ℝ) - N) * (E (N + 1) - E N))
        ≤ ∑ k ∈ range (M + 1), p k * E k :=
      sum_le_sum fun k hk => mul_le_mul_of_nonneg_left
        (line_le_level hE hN k (by have := mem_range.mp hk; omega)) (hp.nonneg k hk)
    have hsum : ∑ k ∈ range (M + 1), p k * (E N + ((k : ℝ) - N) * (E (N + 1) - E N))
        = (E N - N * (E (N + 1) - E N)) * ∑ k ∈ range (M + 1), p k
          + (E (N + 1) - E N) * ∑ k ∈ range (M + 1), p k * (k : ℝ) := by
      rw [mul_sum, mul_sum, ← sum_add_distrib]
      exact sum_congr rfl fun k _ => by ring
    rw [hp.total, hp.mean] at hsum
    linarith
```

## (e) Exact energy of two fragments

Under the same conditions on the levels and \(N\), show that for every \(q\) in \([0,1]\)

\[ \mathcal{E}(N+q) + \mathcal{E}(N+1-q) = E_N + E_{N+1}. \]

Part (d) with \(w = q\) and with \(w = 1-q\) gives

\[ \bigl[(1-q)E_N + qE_{N+1}\bigr] + \bigl[qE_N + (1-q)E_{N+1}\bigr] = E_N + E_{N+1}. \]

The exact energy thus does not prefer any division of the extra electron. In Lean, `csInf_eq` replaces each infimum by the least element found in (d).

```lean
/-- For convex levels, two separated identical fragments with `N + q` and `N + 1 - q` electrons have
the same total exact energy for every `q` between 0 and 1. -/
theorem exactEnergy_fragments {M N : ℕ} {E : ℕ → ℝ} (hE : ConvexLevels M E)
    (hN : N < M) {q : ℝ} (hq : q ∈ Set.Icc (0 : ℝ) 1) :
    exactEnergy M E (N + q) + exactEnergy M E (N + 1 - q) = E N + E (N + 1) := by
  have hq' : 1 - q ∈ Set.Icc (0 : ℝ) 1 := ⟨by linarith [hq.2], by linarith [hq.1]⟩
  have e : (N : ℝ) + 1 - q = N + (1 - q) := by ring
  rw [e]
  unfold exactEnergy
  rw [(isLeast_ensembleEnergies hE hN hq).csInf_eq,
    (isLeast_ensembleEnergies hE hN hq').csInf_eq]
  ring
```

## (f) Fragments on a convex curve

Now let an approximate method assign the energy \(F(x)\) to a fragment with \(x\) electrons, where \(F\) is convex on \([N, N+1]\). Show that

\[ \min_{0 \le q \le 1} \bigl[F(N+q) + F(N+1-q)\bigr] = 2F(N+\tfrac12). \]

At \(q = \tfrac12\) both terms equal \(F(N+\tfrac12)\). For any other \(q\), the point \(N+\tfrac12\) is the midpoint of \(N+q\) and \(N+1-q\), so convexity gives

\[ F(N+\tfrac12) \le \tfrac12 F(N+q) + \tfrac12 F(N+1-q). \]

In Lean, \(N\) may be any real number here, and `hF.2` is the convexity inequality, applied with both weights \(\tfrac12\).

```lean
/-- For a convex energy curve `F`, the least total energy of two fragments with `N + q`
and `N + 1 - q` electrons is that of the half-and-half division. -/
theorem isLeast_convex_fragments {N : ℝ} {F : ℝ → ℝ}
    (hF : ConvexOn ℝ (Set.Icc N (N + 1)) F) :
    IsLeast ((fun q => F (N + q) + F (N + 1 - q)) '' Set.Icc 0 1) (2 * F (N + 1 / 2)) := by
  constructor
  · refine ⟨1 / 2, ⟨by norm_num, by norm_num⟩, ?_⟩
    have e : N + 1 - 1 / 2 = N + 1 / 2 := by ring
    simp only [e]
    ring
  · rintro _ ⟨q, ⟨h0, h1⟩, rfl⟩
    have hx : N + q ∈ Set.Icc N (N + 1) := ⟨by linarith, by linarith⟩
    have hy : N + 1 - q ∈ Set.Icc N (N + 1) := ⟨by linarith, by linarith⟩
    have h := hF.2 hx hy (by norm_num : (0 : ℝ) ≤ 1 / 2) (by norm_num : (0 : ℝ) ≤ 1 / 2)
      (by norm_num)
    simp only [smul_eq_mul] at h
    have e : 1 / 2 * (N + q) + 1 / 2 * (N + 1 - q) = N + 1 / 2 := by ring
    rw [e] at h
    change 2 * F (N + 1 / 2) ≤ F (N + q) + F (N + 1 - q)
    linarith
```

## (g) Uneven divisions on a strictly convex curve

Let \(F\) be strictly convex on \([N, N+1]\). Show that for \(q\) in \([0,1]\) with \(q \ne \tfrac12\)

\[ 2F(N+\tfrac12) < F(N+q) + F(N+1-q). \]

The points \(N+q\) and \(N+1-q\) coincide only for \(q = \tfrac12\). Otherwise they are distinct, and the midpoint inequality of (f) is strict. The Lean proof follows (f), with `hxy` stating that the points differ.

```lean
/-- For a strictly convex energy curve, every division other than half-and-half has
a strictly higher total energy. -/
theorem strict_fragments {N q : ℝ} {F : ℝ → ℝ}
    (hF : StrictConvexOn ℝ (Set.Icc N (N + 1)) F) (hq : q ∈ Set.Icc (0 : ℝ) 1)
    (hne : q ≠ 1 / 2) : 2 * F (N + 1 / 2) < F (N + q) + F (N + 1 - q) := by
  obtain ⟨h0, h1⟩ := hq
  have hx : N + q ∈ Set.Icc N (N + 1) := ⟨by linarith, by linarith⟩
  have hy : N + 1 - q ∈ Set.Icc N (N + 1) := ⟨by linarith, by linarith⟩
  have hxy : N + q ≠ N + 1 - q := fun h => hne (by linarith)
  have h := hF.2 hx hy hxy (by norm_num : (0 : ℝ) < 1 / 2) (by norm_num : (0 : ℝ) < 1 / 2)
    (by norm_num)
  simp only [smul_eq_mul] at h
  have e : 1 / 2 * (N + q) + 1 / 2 * (N + 1 - q) = N + 1 / 2 := by ring
  rw [e] at h
  linarith
```

## (h) Delocalization error

Let the levels be convex and \(N < M\), and let \(F\) be strictly convex on \([N, N+1]\) with \(F(N) = E_N\) and \(F(N+1) = E_{N+1}\). Show that for every \(q\) in \([0,1]\)

\[ 2F(N+\tfrac12) < \mathcal{E}(N+q) + \mathcal{E}(N+1-q). \]

By (e) the right-hand side is \(E_N + E_{N+1} = F(N) + F(N+1)\), and (g) with \(q = 0\) places this strictly above \(2F(N+\tfrac12)\).

The curve is correct at both integers and still gives too low an energy when the extra electron is spread evenly. For density-functional approximations with such a curve, this is the delocalization error in the limit of two identical, non-interacting fragments. The theorem does not say which functionals have a strictly convex curve.

```lean
/-- Delocalization error: for convex levels, a strictly convex curve that is exact at `N` and `N +
1` electrons puts the half-and-half division strictly below the exact energy of the two fragments.
-/
theorem delocalization_error {M N : ℕ} {E : ℕ → ℝ} {F : ℝ → ℝ} (hE : ConvexLevels M E)
    (hN : N < M) (hF : StrictConvexOn ℝ (Set.Icc (N : ℝ) (N + 1)) F)
    (hF0 : F N = E N) (hF1 : F (N + 1) = E (N + 1)) {q : ℝ} (hq : q ∈ Set.Icc (0 : ℝ) 1) :
    2 * F (N + 1 / 2) < exactEnergy M E (N + q) + exactEnergy M E (N + 1 - q) := by
  rw [exactEnergy_fragments hE hN hq, ← hF0, ← hF1]
  have h := strict_fragments hF (q := 0) ⟨le_refl _, zero_le_one⟩ (by norm_num)
  simpa only [add_zero, sub_zero] using h
```

## (i) The error of a parabola

As an example, take energies \(a\) at \(N\) and \(b\) at \(N+1\) and, with \(u = x-N\), the parabola

\[ P(x) = (1-u)a + ub - c\,u(1-u). \]

The bowing \(c\) stands for the curvature that an approximate functional leaves between the integers; the second derivative of \(P\) is \(2c\).

```lean
/-- The parabola through energies `a` at `N` and `b` at `N + 1` electrons, with bowing `c`. -/
def parabola (N a b c x : ℝ) : ℝ :=
  (1 - (x - N)) * a + (x - N) * b - c * (x - N) * (1 - (x - N))
```

Show that for \(c > 0\) the parabola is strictly convex on \([N, N+1]\), that \(P(N) = a\) and \(P(N+1) = b\), and that

\[ a + b - 2P(N+\tfrac12) = \frac{c}{2}. \]

The end values follow from \(u = 0\) and \(u = 1\). At \(u = \tfrac12\) we have \(P = \tfrac12(a+b) - \tfrac14 c\), which gives the difference. For strict convexity take \(x \ne y\) and \(s, t > 0\) with \(s+t = 1\). The linear terms cancel, and the quadratic term \(c\,u^2\) leaves

\[ sP(x) + tP(y) - P(sx+ty) = c\,s\,t\,(x-y)^2 > 0. \]

This identity is `key` in the Lean proof, with \(t\) replaced by \(1-s\), and `hpos` is the positivity of its right-hand side. With \(a = E_N\) and \(b = E_{N+1}\) for convex levels, \(a+b\) is the exact fragment energy of (e), so the error in (h) is \(c/2\).

```lean
/-- With bowing `c > 0` the parabola is strictly convex, takes the values `a` and `b` at `N` and
`N + 1`, and places the half-and-half division `c / 2` below `a + b`. -/
theorem parabola_error (N a b : ℝ) {c : ℝ} (hc : 0 < c) :
    StrictConvexOn ℝ (Set.Icc N (N + 1)) (parabola N a b c) ∧
      parabola N a b c N = a ∧ parabola N a b c (N + 1) = b ∧
      a + b - 2 * parabola N a b c (N + 1 / 2) = c / 2 := by
  refine ⟨⟨convex_Icc _ _, ?_⟩, by unfold parabola; ring, by unfold parabola; ring,
    by unfold parabola; ring⟩
  intro x _ y _ hxy s t hs ht hst
  have hpos : 0 < c * s * t * (x - y) ^ 2 :=
    mul_pos (mul_pos (mul_pos hc hs) ht)
      (by have hz : x - y ≠ 0 := sub_ne_zero.mpr hxy
          positivity)
  obtain rfl : t = 1 - s := by linarith
  have key : parabola N a b c (s * x + (1 - s) * y) = s * parabola N a b c x
      + (1 - s) * parabola N a b c y - c * s * (1 - s) * (x - y) ^ 2 := by
    unfold parabola; ring
  simp only [smul_eq_mul]
  linarith

end

end FractionalElectronNumber
```

```lean
#print axioms FractionalElectronNumber.isLeast_ensembleEnergies
-- 'FractionalElectronNumber.isLeast_ensembleEnergies' depends on axioms: [propext, Classical.choice, Quot.sound]
#print axioms FractionalElectronNumber.isLeast_convex_fragments
-- 'FractionalElectronNumber.isLeast_convex_fragments' depends on axioms: [propext, Classical.choice, Quot.sound]
#print axioms FractionalElectronNumber.delocalization_error
-- 'FractionalElectronNumber.delocalization_error' depends on axioms: [propext, Classical.choice, Quot.sound]
#print axioms FractionalElectronNumber.parabola_error
-- 'FractionalElectronNumber.parabola_error' depends on axioms: [propext, Classical.choice, Quot.sound]
```
